# A Luttinger–Ward functional for finite sums with positive weights does not depend on the one-body term

## Configurations, sources and signs

A configuration $x$ runs over a finite, non-empty set $X$. It has a free weight $p(x)>0$ and a vector of real observables $q(x)\in\mathbb R^n$, whose components are labelled by the finite type `ι`. For a field $\varphi$ on a finite lattice, with finitely many allowed values at each site, the components of $q$ can be the bilinears $\varphi_a\varphi_b$. The theorems allow any real $q$.

```lean
import Mathlib

open Matrix

namespace LuttingerWard

noncomputable section

variable {X ι : Type*} [Fintype X] [Fintype ι]
```

The one-body term $h$ and the source $J$ are vectors in the same space, with $\langle J,q\rangle=\sum_i J_iq_i$, written `J ⬝ᵥ q` in Lean. The temperature is absorbed into $h$, which enters as an energy and so with a minus sign. A configuration has the weight $p(x)\,e^{\langle J-h,q(x)\rangle}$.

```lean
/-- Statistical weight of configuration `x` with one-body term `h` and source `J`. -/
def boltz (p : X → ℝ) (q : X → ι → ℝ) (h J : ι → ℝ) (x : X) : ℝ :=
  p x * Real.exp ((J - h) ⬝ᵥ q x)
```

The generating functional is the logarithm of the sourced partition function,
$$W_h(J)=\ln\sum_x p(x)\,e^{\langle J-h,q(x)\rangle}.$$

```lean
/-- The generating functional `W_h(J) = ln ∑ p(x) exp⟨J - h, q(x)⟩`, for positive weights on a
non-empty configuration set. -/
def W (p : X → ℝ) (q : X → ι → ℝ) (h J : ι → ℝ) : ℝ :=
  Real.log (∑ x, boltz p q h J x)
```

The Green's function is the normalised mean of $q$ under these weights. For the lattice field its components are the correlation functions $\langle\varphi_a\varphi_b\rangle$.

```lean
/-- The Green's function: the mean of the observables `q` in the presence of the source `J`, for
positive weights on a non-empty configuration set. -/
def green (p : X → ℝ) (q : X → ι → ℝ) (h J : ι → ℝ) : ι → ℝ :=
  (∑ x, boltz p q h J x)⁻¹ • ∑ x, boltz p q h J x • q x
```

Its conjugate functional is $\Gamma_h(G)=\sup_J\,[\langle J,G\rangle-W_h(J)]$.

```lean
/-- The Legendre transform `Γ_h(G) = sup_J (⟨J, G⟩ - W_h(J))`, for those `G` at which the
supremum is finite. -/
def Gam (p : X → ℝ) (q : X → ι → ℝ) (h G : ι → ℝ) : ℝ :=
  ⨆ J : ι → ℝ, (J ⬝ᵥ G - W p q h J)
```

Lean assigns the value 0 to the supremum of a set of reals that has no upper bound, so `Gam` has its intended meaning only where the supremum is finite.

An interaction $U$, real for every configuration and measured in units of $k_BT$, changes the weights to $p(x)e^{-U(x)}$, which are again positive.

```lean
/-- The weights `p(x) exp(-U(x))` of the system with interaction `U`. -/
def interacting (p U : X → ℝ) (x : X) : ℝ := p x * Real.exp (-U x)
```

With $\Gamma^U_h$ for the interacting weights and $\Gamma_h$ for the free ones, define $\Phi_h(G)=\Gamma^U_h(G)-\Gamma_h(G)$.

```lean
/-- The Luttinger-Ward functional: interacting minus free Legendre transform, both with the
one-body term `h`, for those `G` at which both are finite. -/
def Phi (p U : X → ℝ) (q : X → ι → ℝ) (h G : ι → ℝ) : ℝ :=
  Gam (interacting p U) q h G - Gam p q h G
```

In many-electron theory the functional of this name comes from a fermionic path integral with a Gaussian free part, and its derivative gives the self-energy. Here the sum is classical and finite, "free" means only $U=0$, and the theorems use neither a derivative of $\Phi$ nor a diagram series.

## Tangents and convexity

Fix sources $J$ and $K$. Let $a_x$ be the weights at $J$, $Z=\sum_x a_x$, $t_x=\langle K-J,q(x)\rangle$, and let $m=\frac1Z\sum_x a_xt_x$ be the mean of $t_x$, which equals $\langle K-J,G_J\rangle$ with $G_J$ the Green's function at $J$. The weights at $K$ are $a_xe^{t_x}$. From $e^t\ge e^m(1+t-m)$,
$$\sum_x a_xe^{t_x}\ \ge\ e^m\,(Z+Zm-Zm)=Ze^m .$$
Taking logarithms gives $W_h(K)\ge W_h(J)+\langle K-J,G_J\rangle$.

```lean
/-- For positive weights, `W` at any source `K` is at least `W` at `J` plus `⟨K - J, G⟩`, where `G`
is the Green's function at `J`. -/
theorem W_tangent [Nonempty X] {p : X → ℝ} (hp : ∀ x, 0 < p x) (q : X → ι → ℝ)
    (h J K : ι → ℝ) :
    W p q h J + (K - J) ⬝ᵥ green p q h J ≤ W p q h K := by
  have ha : ∀ x, 0 < boltz p q h J x := fun x => mul_pos (hp x) (Real.exp_pos _)
  have hZ : 0 < ∑ x, boltz p q h J x :=
    Finset.sum_pos (fun x _ => ha x) Finset.univ_nonempty
  -- the slope term is the mean of the exponent difference
  have hm : (∑ x, boltz p q h J x) * ((K - J) ⬝ᵥ green p q h J)
      = ∑ x, boltz p q h J x * ((K - J) ⬝ᵥ q x) := by
    rw [green, dotProduct_smul, smul_eq_mul, mul_inv_cancel_left₀ hZ.ne']
    simp only [dotProduct, Finset.sum_apply, Pi.smul_apply, smul_eq_mul, Finset.mul_sum]
    rw [Finset.sum_comm]
    exact Finset.sum_congr rfl fun x _ => Finset.sum_congr rfl fun i _ => by ring
  generalize (K - J) ⬝ᵥ green p q h J = m at hm ⊢
  -- average exp t ≥ exp m (1 + t - m) over the configurations
  have key : (∑ x, boltz p q h J x) * Real.exp m ≤ ∑ x, boltz p q h K x := by
    calc (∑ x, boltz p q h J x) * Real.exp m
        = ∑ x, boltz p q h J x * (Real.exp m * (1 + (K - J) ⬝ᵥ q x - m)) := by
          have e : ∀ x, boltz p q h J x * (Real.exp m * (1 + (K - J) ⬝ᵥ q x - m))
              = boltz p q h J x * (Real.exp m * (1 - m))
                + boltz p q h J x * ((K - J) ⬝ᵥ q x) * Real.exp m := fun x => by ring
          simp only [e]
          rw [Finset.sum_add_distrib, ← Finset.sum_mul, ← Finset.sum_mul, ← hm]
          ring
      _ ≤ ∑ x, boltz p q h K x := by
          refine Finset.sum_le_sum fun x _ => ?_
          have e : boltz p q h K x
              = boltz p q h J x * (Real.exp m * Real.exp ((K - J) ⬝ᵥ q x - m)) := by
            rw [boltz, boltz, ← Real.exp_add, mul_assoc, ← Real.exp_add]
            congr 2
            simp only [sub_dotProduct]
            ring
          rw [e]
          refine mul_le_mul_of_nonneg_left ?_ (ha x).le
          refine mul_le_mul_of_nonneg_left ?_ (Real.exp_pos m).le
          linarith [Real.add_one_le_exp ((K - J) ⬝ᵥ q x - m)]
  have hl := Real.log_le_log (mul_pos hZ (Real.exp_pos m)) key
  rwa [Real.log_mul hZ.ne' (Real.exp_pos m).ne', Real.log_exp] at hl
```

In the proof, `hm` identifies $m$ as the mean, `key` is the summed inequality, and the last two lines take the logarithm.

For convexity, let $M=aJ+bK$ with $a,b\ge0$ and $a+b=1$. Evaluate the tangent at $M$ at both ends, multiply by $a$ and $b$, and add:
$$aW_h(J)+bW_h(K)\ \ge\ W_h(M)+\langle aJ+bK-M,\,G_M\rangle=W_h(M).$$

```lean
/-- For positive weights, the generating functional is convex in the source. -/
theorem W_convex [Nonempty X] {p : X → ℝ} (hp : ∀ x, 0 < p x) (q : X → ι → ℝ)
    (h : ι → ℝ) : ConvexOn ℝ Set.univ (W p q h) := by
  refine ⟨convex_univ, fun J _ K _ a b ha hb hab => ?_⟩
  -- combine the tangent at the intermediate source, evaluated at both ends
  have t₁ := mul_le_mul_of_nonneg_left (W_tangent hp q h (a • J + b • K) J) ha
  have t₂ := mul_le_mul_of_nonneg_left (W_tangent hp q h (a • J + b • K) K) hb
  simp only [sub_dotProduct, add_dotProduct, smul_dotProduct, smul_eq_mul] at t₁ t₂ ⊢
  generalize green p q h (a • J + b • K) = g at t₁ t₂
  generalize W p q h (a • J + b • K) = w at t₁ t₂ ⊢
  have e : a * (w + (J ⬝ᵥ g - (a * J ⬝ᵥ g + b * K ⬝ᵥ g)))
      + b * (w + (K ⬝ᵥ g - (a * J ⬝ᵥ g + b * K ⬝ᵥ g))) = w := by
    linear_combination (w - (a * J ⬝ᵥ g + b * K ⬝ᵥ g)) * hab
  linarith
```

Where the supremum is attained, $\Gamma_h(G)$ can be computed by maximising $\langle J,G\rangle-W_h(J)$ over $J$. The gradient is $G-G_J$, the mismatch between the target and the current Green's function, and by convexity any local maximum is global.

## Where the Legendre transform is finite

Suppose $G$ lies outside the convex hull of the values $q(x)$. A hyperplane then separates them: there are $v$ and $u$ with $\langle v,q(x)\rangle<u<\langle v,G\rangle$ for all $x$. Take $J=h+sv$ with $s\ge0$. Then $W_h(J)\le\ln\sum_xp(x)+su$, and
$$\langle J,G\rangle-W_h(J)\ \ge\ \langle h,G\rangle-\ln\sum_xp(x)+s\,(\langle v,G\rangle-u),$$
which grows without bound.

Suppose instead that $G$ lies in the hull. One term of a positive sum is at most the whole sum, so $\ln p(x)+\langle J-h,q(x)\rangle\le W_h(J)$. Hence
$$\langle J,q(x)\rangle\le W_h(J)+C,\qquad C=\sum_y|\langle h,q(y)\rangle-\ln p(y)|.$$
This inequality is linear in $q(x)$ and holds for every $x$, so it also holds with the convex mixture $G$ in place of $q(x)$, and the supremum is at most $C$.

```lean
/-- For positive weights, the Legendre transform is finite at `G` exactly when `G` is a convex
mixture of the values of `q`. -/
theorem finite_iff [Nonempty X] {p : X → ℝ} (hp : ∀ x, 0 < p x) (q : X → ι → ℝ)
    (h G : ι → ℝ) :
    BddAbove (Set.range fun J : ι → ℝ => J ⬝ᵥ G - W p q h J)
      ↔ G ∈ convexHull ℝ (Set.range q) := by
  classical
  have hb : ∀ J x, 0 < boltz p q h J x := fun J x => mul_pos (hp x) (Real.exp_pos _)
  constructor
  · rintro ⟨B, hB⟩
    by_contra hG
    -- a hyperplane separates G from the hull; push the source along its normal v
    have hc : IsClosed (convexHull ℝ (Set.range q)) := by
      apply Set.Finite.isClosed_convexHull
      exact Set.finite_range q
    obtain ⟨f, u, hfu, huG⟩ := geometric_hahn_banach_closed_point
      (convex_convexHull ℝ (Set.range q)) hc hG
    obtain ⟨v, hv⟩ : ∃ v : ι → ℝ, ∀ y, f y = v ⬝ᵥ y := by
      refine ⟨fun i => f (fun j => if i = j then 1 else 0), fun y => ?_⟩
      have e := LinearMap.pi_apply_eq_sum_univ (f : (ι → ℝ) →ₗ[ℝ] ℝ) y
      refine e.trans ?_
      simp only [dotProduct, smul_eq_mul]
      exact Finset.sum_congr rfl fun i _ => mul_comm _ _
    have hP : 0 < ∑ x, p x := Finset.sum_pos (fun x _ => hp x) Finset.univ_nonempty
    have grow : ∀ s : ℝ, 0 ≤ s →
        s * (f G - u) ≤ B - h ⬝ᵥ G + Real.log (∑ x, p x) := by
      intro s hs
      have hW : W p q h (h + s • v) ≤ Real.log (∑ x, p x) + s * u := by
        rw [← Real.log_exp (s * u), ← Real.log_mul hP.ne' (Real.exp_pos _).ne', W]
        refine Real.log_le_log
          (Finset.sum_pos (fun x _ => hb _ x) Finset.univ_nonempty) ?_
        rw [Finset.sum_mul]
        refine Finset.sum_le_sum fun x _ => ?_
        rw [boltz, add_sub_cancel_left, smul_dotProduct, smul_eq_mul, ← hv]
        refine mul_le_mul_of_nonneg_left (Real.exp_le_exp.mpr ?_) (hp x).le
        exact mul_le_mul_of_nonneg_left
          (hfu _ (subset_convexHull ℝ _ (Set.mem_range_self x))).le hs
      have h1 : (h + s • v) ⬝ᵥ G - W p q h (h + s • v) ≤ B := hB ⟨_, rfl⟩
      rw [add_dotProduct, smul_dotProduct, smul_eq_mul, ← hv] at h1
      linarith
    have hd : 0 < f G - u := sub_pos.mpr huG
    have h2 := grow ((|B - h ⬝ᵥ G + Real.log (∑ x, p x)| + 1) / (f G - u)) (by positivity)
    rw [div_mul_cancel₀ _ hd.ne'] at h2
    linarith [le_abs_self (B - h ⬝ᵥ G + Real.log (∑ x, p x))]
  · intro hG
    refine ⟨∑ x, |h ⬝ᵥ q x - Real.log (p x)|, ?_⟩
    rintro _ ⟨J, rfl⟩
    -- every q(x) satisfies one linear inequality, hence so does G
    have hs : convexHull ℝ (Set.range q) ⊆
        {y | J ⬝ᵥ y ≤ W p q h J + ∑ x, |h ⬝ᵥ q x - Real.log (p x)|} := by
      refine convexHull_min ?_ (convex_halfSpace_le
        ⟨fun y z => dotProduct_add J y z, fun c y => dotProduct_smul c J y⟩ _)
      rintro _ ⟨x, rfl⟩
      have h1 : Real.log (boltz p q h J x) ≤ W p q h J :=
        Real.log_le_log (hb J x)
          (Finset.single_le_sum (fun y _ => (hb J y).le) (Finset.mem_univ x))
      rw [boltz, Real.log_mul (hp x).ne' (Real.exp_pos _).ne', Real.log_exp,
        sub_dotProduct] at h1
      have h2 : |h ⬝ᵥ q x - Real.log (p x)| ≤ ∑ y, |h ⬝ᵥ q y - Real.log (p y)| :=
        Finset.single_le_sum (f := fun y => |h ⬝ᵥ q y - Real.log (p y)|)
          (fun y _ => abs_nonneg _) (Finset.mem_univ x)
      have h3 := le_abs_self (h ⬝ᵥ q x - Real.log (p x))
      show J ⬝ᵥ q x ≤ _
      linarith
    have h4 : J ⬝ᵥ G ≤ W p q h J + ∑ x, |h ⬝ᵥ q x - Real.log (p x)| := hs hG
    show J ⬝ᵥ G - W p q h J ≤ _
    linarith
```

Finiteness is expressed by `BddAbove`. The hull involves neither $h$ nor the weights, so the free and interacting functionals are finite at the same $G$.

## The one-body term is a shift of the source

Since $W_h(J)=W_0(J-h)$, substituting $J=J'+h$ gives, for $G$ in the hull,
$$\Gamma_h(G)=\sup_{J'}\,[\langle J'+h,G\rangle-W_0(J')]=\Gamma_0(G)+\langle h,G\rangle .$$

```lean
/-- For positive weights and `G` in the convex hull of the values of `q`, the one-body term enters
the Legendre transform only through `⟨h, G⟩`. -/
theorem Gam_shift [Nonempty X] {p : X → ℝ} (hp : ∀ x, 0 < p x) (q : X → ι → ℝ)
    (h : ι → ℝ) {G : ι → ℝ} (hG : G ∈ convexHull ℝ (Set.range q)) :
    Gam p q h G = Gam p q 0 G + h ⬝ᵥ G := by
  -- the one-body term is a shift of the source
  have hW : ∀ J, W p q h J = W p q 0 (J - h) := fun J => by simp only [W, boltz, sub_zero]
  apply le_antisymm
  · refine ciSup_le fun J => ?_
    have h1 : (J - h) ⬝ᵥ G - W p q 0 (J - h) ≤ Gam p q 0 G :=
      le_ciSup ((finite_iff hp q 0 G).mpr hG) (J - h)
    rw [sub_dotProduct] at h1
    rw [hW]
    linarith
  · rw [← le_sub_iff_add_le]
    refine ciSup_le fun J => ?_
    have h1 : (J + h) ⬝ᵥ G - W p q h (J + h) ≤ Gam p q h G :=
      le_ciSup ((finite_iff hp q h G).mpr hG) (J + h)
    rw [hW, add_sub_cancel_right, add_dotProduct] at h1
    linarith
```

Lean proves the equality as two inequalities, one for each direction of the shift. Each uses `finite_iff` to know that the supremum is a true upper bound.

The shift holds for both sets of weights, so for any one-body terms $h$ and $k$
$$\Phi_h(G)=\Gamma^U_0(G)+\langle h,G\rangle-\Gamma_0(G)-\langle h,G\rangle=\Phi_k(G).$$

```lean
/-- For positive free weights and `G` in the convex hull of the values of `q`, the Luttinger-Ward
functional takes the same value for any two one-body terms. -/
theorem Phi_universal [Nonempty X] {p : X → ℝ} (hp : ∀ x, 0 < p x) (U : X → ℝ)
    (q : X → ι → ℝ) (h k : ι → ℝ) {G : ι → ℝ} (hG : G ∈ convexHull ℝ (Set.range q)) :
    Phi p U q h G = Phi p U q k G := by
  have hi : ∀ x, 0 < interacting p U x := fun x => mul_pos (hp x) (Real.exp_pos _)
  rw [Phi, Phi, Gam_shift hi q h hG, Gam_shift hp q h hG, Gam_shift hi q k hG,
    Gam_shift hp q k hG]
  ring
```

Dynamical mean-field theory uses the quantum analogue of this property. The lattice functional is approximated by a sum of single-site functionals, and each of these is obtained from an impurity problem with the same local interaction but a different one-body part, the bath. The theorem establishes the property only for finite sums with positive weights.

## The partition function from $\Phi$

Let $G_J$ be the Green's function at $J$. The tangent inequality rearranges to $\langle K,G_J\rangle-W_h(K)\le\langle J,G_J\rangle-W_h(J)$ for every $K$. The supremum is thus attained at $J$, and because it is finite, $G_J$ lies in the hull.

```lean
/-- For positive weights, the Green's function at source `J` lies in the convex hull of the values
of `q`, and the supremum in its Legendre transform is attained at `J`. -/
theorem Gam_green [Nonempty X] {p : X → ℝ} (hp : ∀ x, 0 < p x) (q : X → ι → ℝ)
    (h J : ι → ℝ) :
    green p q h J ∈ convexHull ℝ (Set.range q) ∧
      Gam p q h (green p q h J) = J ⬝ᵥ green p q h J - W p q h J := by
  have hle : ∀ K : ι → ℝ, K ⬝ᵥ green p q h J - W p q h K
      ≤ J ⬝ᵥ green p q h J - W p q h J := fun K => by
    have t := W_tangent hp q h J K
    rw [sub_dotProduct] at t
    linarith
  have hbd : BddAbove (Set.range fun K : ι → ℝ => K ⬝ᵥ green p q h J - W p q h K) :=
    ⟨_, by rintro _ ⟨K, rfl⟩; exact hle K⟩
  exact ⟨(finite_iff hp q h _).mp hbd, le_antisymm (ciSup_le hle) (le_ciSup hbd J)⟩
```

Apply this to the interacting system at $J=0$, with $G$ its physical Green's function and $Z^U_h$ its partition function. Then $\Gamma^U_h(G)=-\ln Z^U_h$, and
$$-\ln Z^U_h=\Gamma_h(G)+\Phi_h(G)=\Gamma_0(G)+\langle h,G\rangle+\Phi_k(G).$$

```lean
/-- For positive free weights, minus the logarithm of the interacting partition function with
one-body term `h` and zero source is the free Legendre transform with zero one-body term, plus
`⟨h, G⟩`, plus the Luttinger-Ward functional computed with any one-body term `k`, all at the Green's
function `G` of that interacting system. -/
theorem grand_potential [Nonempty X] {p : X → ℝ} (hp : ∀ x, 0 < p x) (U : X → ℝ)
    (q : X → ι → ℝ) (h k G : ι → ℝ) (hG : G = green (interacting p U) q h 0) :
    -W (interacting p U) q h 0 = Gam p q 0 G + h ⬝ᵥ G + Phi p U q k G := by
  have hi : ∀ x, 0 < interacting p U x := fun x => mul_pos (hp x) (Real.exp_pos _)
  obtain ⟨hmem, hval⟩ := Gam_green hi q h 0
  rw [← hG] at hmem hval
  rw [zero_dotProduct] at hval
  rw [Phi_universal hp U q k h hmem, Phi, ← Gam_shift hp q h hmem, hval]
  ring

end

end LuttingerWard
```

The hypothesis `hG` says that `G` is this physical Green's function, and `k` is arbitrary. The left side is the grand potential divided by $k_BT$, if the configurations cover all particle numbers and the chemical-potential term is included in the weights or in $h$.

```lean
#print axioms LuttingerWard.W_convex
-- 'LuttingerWard.W_convex' depends on axioms: [propext, Classical.choice, Quot.sound]
#print axioms LuttingerWard.grand_potential
-- 'LuttingerWard.grand_potential' depends on axioms: [propext, Classical.choice, Quot.sound]
```
